# Characteristic determinant of the periodic Kitaev ring with at least three sites

Let $N\ge 3$, let $\mu,t,\Delta$ be real, and number the sites $j=0,\dots,N-1$ cyclically. The normal block $h$ has diagonal entries $-\mu$ and nearest-neighbour entries $-t$. The pairing block $D$ has $D_{j,j+1}=\Delta=-D_{j+1,j}$, and all other entries vanish. With

$$H=\begin{pmatrix}h&D\\-D&-h\end{pmatrix},\qquad k_m=\frac{2\pi m}{N},$$

every complex $x$ satisfies

$$\det(x-H)=\prod_{m=0}^{N-1}\left[x^2-(\mu+2t\cos k_m)^2-4\Delta^2\sin^2 k_m\right].$$

Here $H$ is the Bogoliubov–de Gennes matrix: if $c_j$ annihilates a fermion on site $j$ and $\Psi=(c_0,\dots,c_{N-1},c_0^\dagger,\dots,c_{N-1}^\dagger)^T$, the many-body Hamiltonian is $\tfrac12\Psi^\dagger H\Psi$ up to a constant. The parameter $\mu$ is the chemical potential, $t$ the hopping amplitude and $\Delta$ a prescribed, uniform mean-field p-wave pairing amplitude. For this non-interacting model on a closed ring, the quasiparticle problem of size $2N$ reduces to $N$ problems of size two. The Majorana end modes for which the Kitaev chain is known belong to open chains, which the formula does not describe.

## Reduction to two-by-two determinants

Define the translation $S$ by $(S\psi)_j=\psi_{j+1}$. Since $N\ge3$, the two neighbours of a site are distinct, and

$$h=-\mu-t(S+S^T),\qquad D=\Delta(S-S^T).$$

Put $z_m=e^{ik_m}$ and consider the plane wave with amplitudes $z_m^j$. Because $z_m^N=1$, the relation $\psi_{j+1}=z_m\psi_j$ also holds across the closing bond. Thus $S$ has eigenvalue $z_m$ and $S^T=S^{-1}$ has eigenvalue $z_m^{-1}$. On this wave $h$ and $D$ therefore have the eigenvalues

$$\xi_m=-\mu-t(z_m+z_m^{-1})=-(\mu+2t\cos k_m),$$
$$\delta_m=\Delta(z_m-z_m^{-1})=2i\Delta\sin k_m.$$

Let $F_{jm}=z_m^j$. This is a transposed Vandermonde matrix with distinct nodes, so it is invertible; $F/\sqrt N$ is the unitary Fourier matrix. Changing to the basis of columns of $F$ for particle and hole amplitudes alike turns $x-H$ into four diagonal blocks without changing its determinant. Grouping the two amplitudes of each $m$ gives

$$\det(x-H)=\prod_m\det\begin{pmatrix}x-\xi_m&-\delta_m\\\delta_m&x+\xi_m\end{pmatrix}
=\prod_m(x^2-\xi_m^2+\delta_m^2).$$

Since $\delta_m^2=-4\Delta^2\sin^2k_m$, this is the stated product. Its zeros are $\pm E(k_m)$, where

$$E(k)=\sqrt{(\mu+2t\cos k)^2+4\Delta^2\sin^2k}.$$

## Comparison with numerical diagonalisation

A program can build $H$ in real space, call a Hermitian eigensolver and compare the sorted eigenvalues with the sorted list of all $\pm E(k_m)$, repetitions included. The momentum grid must match the boundary condition: reversing the sign of both hopping and pairing on the closing bond shifts every $k_m$ by $\pi/N$.

## The ring in Lean

```lean
import Mathlib

open Matrix

namespace KitaevRing

noncomputable section
```

Sites are elements of `Fin N`, whose addition is cyclic, so `i + 1` already includes the closing bond. The two blocks are defined entry by entry, with real parameters embedded in the complex numbers.

```lean
/-- The normal block of the ring: on-site energy `-μ` and hopping `-t` between neighbours. -/
def normalBlock (N : ℕ) [NeZero N] (μ t : ℝ) : Matrix (Fin N) (Fin N) ℂ :=
  Matrix.of fun i j => if i = j then -(μ : ℂ) else if j = i + 1 ∨ i = j + 1 then -(t : ℂ) else 0

/-- The p-wave pairing block, meant for `N ≥ 3`: entry `Δ` at `(j, j + 1)` and `-Δ` at `(j + 1, j)`.
-/
def pairingBlock (N : ℕ) [NeZero N] (Δ : ℝ) : Matrix (Fin N) (Fin N) ℂ :=
  Matrix.of fun i j => if j = i + 1 then (Δ : ℂ) else if i = j + 1 then -(Δ : ℂ) else 0
```

The index type `Fin N ⊕ Fin N` labels particle amplitudes first and hole amplitudes second.

```lean
/-- The Bogoliubov-de Gennes matrix of the ring, meant for `N ≥ 3`, acting on particle and hole
amplitudes. -/
def bdg (N : ℕ) [NeZero N] (μ t Δ : ℝ) : Matrix (Fin N ⊕ Fin N) (Fin N ⊕ Fin N) ℂ :=
  fromBlocks (normalBlock N μ t) (pairingBlock N Δ) (-pairingBlock N Δ) (-normalBlock N μ t)
```

The next definitions give $k_m$, $z_m$, the unnormalised matrix $F$, the translation $S$ and the energy $E(k)$.

```lean
/-- The allowed lattice momenta `2πm/N`. -/
def momentum (N m : ℕ) : ℝ := 2 * Real.pi * m / N

/-- The Bloch phase `exp(ik)` picked up per site. -/
def phase (N m : ℕ) : ℂ := Complex.exp (momentum N m * Complex.I)

/-- The matrix whose columns are the plane waves `exp(ikj)`. -/
def planeWaves (N : ℕ) : Matrix (Fin N) (Fin N) ℂ :=
  Matrix.of fun j m => phase N m ^ (j : ℕ)

/-- The cyclic translation by one site. -/
def shift (N : ℕ) [NeZero N] : Matrix (Fin N) (Fin N) ℂ :=
  Matrix.of fun i j => if j = i + 1 then 1 else 0

/-- The quasiparticle energy at momentum `k`. -/
def energy (μ t Δ k : ℝ) : ℝ :=
  √((μ + 2 * t * Real.cos k) ^ 2 + 4 * Δ ^ 2 * Real.sin k ^ 2)
```

The following relabelling places the particle and hole amplitudes with the same label side by side.

```lean
/-- Pairing of particle and hole amplitudes that belong to the same label. -/
def nambuEquiv (N : ℕ) : Fin 2 × Fin N ≃ Fin N ⊕ Fin N where
  toFun p := if p.1 = 0 then Sum.inl p.2 else Sum.inr p.2
  invFun := Sum.elim (fun i => (0, i)) (fun i => (1, i))
  left_inv := by
    rintro ⟨a, i⟩
    fin_cases a <;> simp
  right_inv := by
    rintro (i | i) <;> simp
```

## Plane waves on the closed ring

The phases are powers of a primitive $N$-th root of unity. This gives $z_m^N=1$, and hence the translation rule even where the site index wraps around.

```lean
/-- The Bloch phase with label `m` is the `m`-th power of `exp(2πi/N)`. -/
theorem phase_eq_pow (N m : ℕ) :
    phase N m = Complex.exp (2 * Real.pi * Complex.I / N) ^ m := by
  rw [phase, momentum, ← Complex.exp_nat_mul]
  congr 1
  push_cast
  ring

/-- A plane wave gains one Bloch phase per step, also across the closing bond of the ring. -/
theorem phase_succ (N : ℕ) [NeZero N] (m : ℕ) (i : Fin N) :
    phase N m ^ ((i + 1 : Fin N) : ℕ) = phase N m ^ (i : ℕ) * phase N m := by
  have h1 : phase N m ^ N = 1 := by
    rw [phase_eq_pow, ← pow_mul, mul_comm m N, pow_mul,
      (Complex.isPrimitiveRoot_exp N (NeZero.ne N)).pow_eq_one, one_pow]
  have hv : ((i + 1 : Fin N) : ℕ) = ((i : ℕ) + 1) % N := by
    rw [Fin.val_add]
    show ((i : ℕ) + 1 % N) % N = ((i : ℕ) + 1) % N
    simp
  rw [hv, ← pow_succ, ← pow_eq_pow_mod _ h1]
```

Primitivity also makes the phases distinct, as the Vandermonde criterion requires.

```lean
/-- The plane waves at the allowed momenta are linearly independent. -/
theorem planeWaves_det_ne_zero (N : ℕ) [NeZero N] : (planeWaves N).det ≠ 0 := by
  have h : planeWaves N = (vandermonde fun m : Fin N => phase N m)ᵀ := by
    ext i j
    simp [planeWaves, vandermonde_apply]
  rw [h, det_transpose, det_vandermonde_ne_zero_iff]
  intro a b hab
  exact Fin.ext ((Complex.isPrimitiveRoot_exp N (NeZero.ne N)).pow_inj a.2 b.2
    (by simpa only [phase_eq_pow] using hab))
```

For $S$, the eigenvalue equation is the translation rule itself. For $S^T$, the rule is applied at site `i - 1` and divided by the nonzero phase.

```lean
/-- Plane waves diagonalise the translation and its transpose, with eigenvalues `exp(ik)` and
`exp(-ik)`. -/
theorem shift_planeWaves (N : ℕ) [NeZero N] :
    shift N * planeWaves N = planeWaves N * diagonal (fun m : Fin N => phase N m) ∧
    (shift N)ᵀ * planeWaves N = planeWaves N * diagonal (fun m : Fin N => (phase N m)⁻¹) := by
  constructor
  · ext i m
    rw [mul_diagonal]
    simp only [Matrix.mul_apply, shift, planeWaves, Matrix.of_apply, ite_mul, one_mul, zero_mul,
      Finset.sum_ite_eq', Finset.mem_univ, if_true]
    exact phase_succ N m i
  · ext i m
    have hk : ∀ k : Fin N, (i = k + 1) ↔ (k = i - 1) := fun k =>
      ⟨fun h => eq_sub_of_add_eq h.symm, fun h => by rw [h, sub_add_cancel]⟩
    rw [mul_diagonal]
    simp only [Matrix.mul_apply, Matrix.transpose_apply, shift, planeWaves, Matrix.of_apply, hk,
      ite_mul, one_mul, zero_mul, Finset.sum_ite_eq', Finset.mem_univ, if_true]
    have h := phase_succ N m (i - 1)
    rw [sub_add_cancel] at h
    have h0 : phase N m ≠ 0 := Complex.exp_ne_zero _
    rw [h, mul_assoc, mul_inv_cancel₀ h0, mul_one]
```

## Diagonalising the two blocks

The hypothesis `3 ≤ N` enters here: a site must differ from its first and second neighbours, so that the cases in the entrywise definitions do not overlap.

```lean
/-- On a ring of at least three sites, the normal block is a combination of the identity, the
translation and its transpose, and the pairing block is a combination of the last two. -/
theorem blocks_eq_shift (N : ℕ) [NeZero N] (hN : 3 ≤ N) (μ t Δ : ℝ) :
    normalBlock N μ t = (-(μ : ℂ)) • 1 - (t : ℂ) • (shift N + (shift N)ᵀ) ∧
    pairingBlock N Δ = (Δ : ℂ) • (shift N - (shift N)ᵀ) := by
  have v0 : ((0 : Fin N) : ℕ) = 0 := by
    show 0 % N = 0
    exact Nat.zero_mod N
  have v1 : ((1 : Fin N) : ℕ) = 1 := by
    show 1 % N = 1
    exact Nat.mod_eq_of_lt (by omega)
  have v2 : ((1 + 1 : Fin N) : ℕ) = 2 := by
    rw [Fin.val_add, v1]
    exact Nat.mod_eq_of_lt (by omega)
  -- a site differs from its neighbour and from its second neighbour
  have n1 : ∀ i : Fin N, i ≠ i + 1 := fun i h => by
    have h' : (1 : Fin N) = 0 := add_left_cancel (a := i) (by rw [add_zero]; exact h.symm)
    have := congrArg Fin.val h'
    omega
  have n2 : ∀ i : Fin N, i ≠ i + 1 + 1 := fun i h => by
    have h' : (1 + 1 : Fin N) = 0 :=
      add_left_cancel (a := i) (by rw [add_zero, ← add_assoc]; exact h.symm)
    have := congrArg Fin.val h'
    omega
  constructor <;> ext i j
  all_goals
    have a1 : i = j → ¬ j = i + 1 := fun h h' => n1 i (h.trans h')
    have a2 : i = j → ¬ i = j + 1 := fun h h' => n1 j (h.symm.trans h')
    have a3 : j = i + 1 → ¬ i = j + 1 := fun h h' => n2 i (by rw [← h]; exact h')
    simp only [normalBlock, pairingBlock, shift, Matrix.of_apply, Matrix.sub_apply,
      Matrix.add_apply, Matrix.smul_apply, Matrix.transpose_apply, Matrix.one_apply, smul_eq_mul]
    split_ifs <;> first | (exfalso; tauto) | ring
```

Euler's formula then converts the translation eigenvalues into $\xi_m$ and $\delta_m$.

```lean
/-- On a ring of at least three sites, plane waves diagonalise the normal block with eigenvalue `-(μ
+ 2t cos k)` and the pairing block with eigenvalue `2iΔ sin k`. -/
theorem blocks_planeWaves (N : ℕ) [NeZero N] (hN : 3 ≤ N) (μ t Δ : ℝ) :
    normalBlock N μ t * planeWaves N = planeWaves N *
      diagonal (fun m : Fin N => -((μ : ℂ) + 2 * t * Complex.cos (momentum N m))) ∧
    pairingBlock N Δ * planeWaves N = planeWaves N *
      diagonal (fun m : Fin N => 2 * (Δ : ℂ) * Complex.sin (momentum N m) * Complex.I) := by
  obtain ⟨hs, hs'⟩ := shift_planeWaves N
  obtain ⟨hn, hp⟩ := blocks_eq_shift N hN μ t Δ
  have e1 : ∀ m : ℕ, phase N m =
      Complex.cos (momentum N m) + Complex.sin (momentum N m) * Complex.I :=
    fun m => Complex.exp_mul_I _
  have e2 : ∀ m : ℕ, (phase N m)⁻¹ =
      Complex.cos (momentum N m) - Complex.sin (momentum N m) * Complex.I := fun m => by
    rw [phase, ← Complex.exp_neg, ← neg_mul, Complex.exp_mul_I, Complex.cos_neg, Complex.sin_neg]
    ring
  constructor
  · rw [hn, Matrix.sub_mul, Matrix.smul_mul, Matrix.smul_mul, Matrix.add_mul, Matrix.one_mul,
      hs, hs']
    ext i m
    simp only [Matrix.sub_apply, Matrix.smul_apply, Matrix.add_apply, mul_diagonal, smul_eq_mul]
    rw [e2, e1]
    ring
  · rw [hp, Matrix.smul_mul, Matrix.sub_mul, hs, hs']
    ext i m
    simp only [Matrix.sub_apply, Matrix.smul_apply, mul_diagonal, smul_eq_mul]
    rw [e2, e1]
    ring
```

## The determinant and the spectrum

After relabelling, a matrix of four diagonal blocks is block diagonal, with one two-by-two block for each label.

```lean
/-- If all four particle-hole blocks are diagonal, the determinant is a product of two-by-two
determinants. -/
theorem det_diagonal_blocks (N : ℕ) (a b c d : Fin N → ℂ) :
    (fromBlocks (diagonal a) (diagonal b) (diagonal c) (diagonal d)).det =
      ∏ m, (a m * d m - b m * c m) := by
  have h : (fromBlocks (diagonal a) (diagonal b) (diagonal c) (diagonal d)).submatrix
      (nambuEquiv N) (nambuEquiv N) = blockDiagonal (fun m => !![a m, b m; c m, d m]) := by
    ext ⟨p, i⟩ ⟨q, j⟩
    fin_cases p <;> fin_cases q <;> by_cases hij : i = j <;>
      simp [nambuEquiv, blockDiagonal_apply, hij]
  rw [← det_submatrix_equiv_self (nambuEquiv N), h, det_blockDiagonal]
  simp only [det_fin_two_of]
```

In the main theorem, `key` is the relation $(x-H)(F\oplus F)=(F\oplus F)M$, where $M$ has the four diagonal blocks. Taking determinants and cancelling $\det(F\oplus F)$, which is nonzero by `hdet`, leaves $\det M$; the last line uses $i^2=-1$.

```lean
/-- For at least three sites, the characteristic determinant of the periodic Kitaev ring factorises
over the allowed momenta `k = 2πm/N`. -/
theorem det_bdg (N : ℕ) [NeZero N] (hN : 3 ≤ N) (μ t Δ : ℝ) (x : ℂ) :
    (x • (1 : Matrix (Fin N ⊕ Fin N) (Fin N ⊕ Fin N) ℂ) - bdg N μ t Δ).det =
      ∏ m ∈ Finset.range N, (x ^ 2 - (μ + 2 * t * Real.cos (momentum N m)) ^ 2
        - 4 * Δ ^ 2 * Real.sin (momentum N m) ^ 2) := by
  obtain ⟨hn, hp⟩ := blocks_planeWaves N hN μ t Δ
  set F := planeWaves N with hF
  set ξ : Fin N → ℂ := fun m => -((μ : ℂ) + 2 * t * Complex.cos (momentum N m)) with hξ
  set δ : Fin N → ℂ := fun m => 2 * (Δ : ℂ) * Complex.sin (momentum N m) * Complex.I with hδ
  have hx : x • (1 : Matrix (Fin N ⊕ Fin N) (Fin N ⊕ Fin N) ℂ) - bdg N μ t Δ =
      fromBlocks (x • 1 - normalBlock N μ t) (-pairingBlock N Δ)
        (pairingBlock N Δ) (x • 1 + normalBlock N μ t) := by
    ext (i | i) (j | j) <;> simp [bdg, Matrix.one_apply]
  have a1 : (x • 1 - normalBlock N μ t) * F = F * diagonal (fun m => x - ξ m) := by
    rw [Matrix.sub_mul, Matrix.smul_mul, Matrix.one_mul, hn]
    ext i m
    simp only [Matrix.sub_apply, Matrix.smul_apply, mul_diagonal, smul_eq_mul]
    ring
  have a2 : (-pairingBlock N Δ) * F = F * diagonal (fun m => -δ m) := by
    rw [Matrix.neg_mul, hp]
    ext i m
    simp only [Matrix.neg_apply, mul_diagonal]
    ring
  have a4 : (x • 1 + normalBlock N μ t) * F = F * diagonal (fun m => x + ξ m) := by
    rw [Matrix.add_mul, Matrix.smul_mul, Matrix.one_mul, hn]
    ext i m
    simp only [Matrix.add_apply, Matrix.smul_apply, mul_diagonal, smul_eq_mul]
    ring
  -- Fourier transform particles and holes together
  have key : fromBlocks (x • 1 - normalBlock N μ t) (-pairingBlock N Δ)
        (pairingBlock N Δ) (x • 1 + normalBlock N μ t) * fromBlocks F 0 0 F =
      fromBlocks F 0 0 F * fromBlocks (diagonal fun m => x - ξ m) (diagonal fun m => -δ m)
        (diagonal δ) (diagonal fun m => x + ξ m) := by
    simp only [fromBlocks_multiply, Matrix.mul_zero, Matrix.zero_mul, add_zero, zero_add]
    rw [a1, a2, hp, a4]
  have hdet : (fromBlocks F 0 0 F).det ≠ 0 := by
    rw [det_fromBlocks_zero₂₁]
    exact mul_ne_zero (planeWaves_det_ne_zero N) (planeWaves_det_ne_zero N)
  have h := congrArg Matrix.det key
  rw [det_mul, det_mul, mul_comm (fromBlocks F 0 0 F).det] at h
  rw [hx, mul_right_cancel₀ hdet h, det_diagonal_blocks, Finset.prod_range]
  refine Finset.prod_congr rfl fun m _ => ?_
  simp only [hξ, hδ]
  push_cast
  linear_combination
    4 * (Δ : ℂ) ^ 2 * Complex.sin (momentum N m) ^ 2 * Complex.I_sq
```

A number $x$ lies in the spectrum of the matrix $H$ exactly when $x-H$ is not invertible, that is, when some factor of the product vanishes. Writing that factor as $x^2-E(k_m)^2$ gives the two signs. This theorem describes the spectrum of $H$ as a set, not the many-body energies of the ring; the multiplicities are contained in the determinant formula.

```lean
/-- For at least three sites, the spectrum of the ring consists exactly of the energies `E(k)` and
`-E(k)` at the allowed momenta. -/
theorem mem_spectrum_bdg (N : ℕ) [NeZero N] (hN : 3 ≤ N) (μ t Δ : ℝ) (x : ℂ) :
    x ∈ spectrum ℂ (bdg N μ t Δ) ↔
      ∃ m < N, x = energy μ t Δ (momentum N m) ∨ x = -energy μ t Δ (momentum N m) := by
  rw [spectrum.mem_iff, Algebra.algebraMap_eq_smul_one, Matrix.isUnit_iff_isUnit_det,
    isUnit_iff_ne_zero, not_not, det_bdg N hN, Finset.prod_eq_zero_iff]
  simp only [Finset.mem_range]
  refine exists_congr fun m => and_congr_right fun _ => ?_
  have hr : energy μ t Δ (momentum N m) ^ 2 = (μ + 2 * t * Real.cos (momentum N m)) ^ 2
      + 4 * Δ ^ 2 * Real.sin (momentum N m) ^ 2 := Real.sq_sqrt (by positivity)
  have hE : (energy μ t Δ (momentum N m) : ℂ) ^ 2 =
      (μ + 2 * t * Real.cos (momentum N m)) ^ 2
        + 4 * Δ ^ 2 * Real.sin (momentum N m) ^ 2 := by
    exact_mod_cast hr
  rw [← sq_eq_sq_iff_eq_or_eq_neg, hE]
  constructor <;> intro h <;> linear_combination h

end

end KitaevRing
```

```lean
#print axioms KitaevRing.det_bdg
-- 'KitaevRing.det_bdg' depends on axioms: [propext, Classical.choice, Quot.sound]
#print axioms KitaevRing.mem_spectrum_bdg
-- 'KitaevRing.mem_spectrum_bdg' depends on axioms: [propext, Classical.choice, Quot.sound]
```
